# The canonical partition function of N non-interacting bosons in a one-dimensional harmonic trap as a product

A state of `N` identical, non-interacting, spinless bosons in a one-dimensional harmonic trap is given by the nondecreasing list of the levels they occupy, and its energy, counted from the ground state, by the total number of quanta. The theorem `hasSum_partition` says that for real or complex `q` with |q| < 1 the sum of `q ^ quanta n` over all such states converges to the product of 1/(1 − q^k) over k = 1, …, N. With q = exp(−ħω/k_BT), where ω is the trap's angular frequency, this is the canonical partition function without the zero-point energy. The proof is by induction on `N`: a state of `N + 1` bosons is split into its lowest level and a state of the other `N` measured from that level, so that the sum becomes a geometric series in `q ^ (N + 1)` times the sum for `N` bosons.

This version doesn't compile in Lean 4 with Mathlib:

```lean
import Mathlib

open Finset

namespace HasSumPartition

noncomputable section

variable {𝕜 : Type*} [RCLike 𝕜] {N : ℕ}

/-- A state of `N` identical bosons in a one-dimensional harmonic trap: the nondecreasing list
of the levels they occupy. -/
abbrev BosonState (N : ℕ) := {n : Fin N → ℕ // Monotone n}

/-- The total number of oscillator quanta in a state. -/
def quanta (n : BosonState N) : ℕ := ∑ i, n.1 i

/-- A state of `N + 1` bosons amounts to its lowest occupied level together with the state of
the other `N` bosons, measured from that level. -/
def peel (N : ℕ) : BosonState (N + 1) ≃ ℕ × BosonState N where
  toFun n := (n.1 0, ⟨fun i => n.1 i.succ - n.1 0, fun _ _ h =>
    Nat.sub_le_sub_right (n.2 (Fin.succ_le_succ_iff.mpr h)) _⟩)
  invFun p := ⟨Fin.cons (α := fun _ => ℕ) p.1 (fun i => p.1 + p.2.1 i), by
    intro i j h
    induction i using Fin.cases with
    | zero =>
      induction j using Fin.cases with
      | zero => exact le_rfl
      | succ j => simp
    | succ i =>
      induction j using Fin.cases with
      | zero => exact absurd h (not_le_of_gt (Fin.succ_pos i))
      | succ j => simpa using p.2.2 (Fin.succ_le_succ_iff.mp h)⟩
  left_inv n := by
    apply Subtype.ext
    funext i
    induction i using Fin.cases with
    | zero => rfl
    | succ i => exact Nat.add_sub_of_le (n.2 (Fin.zero_le _))
  right_inv p :=
    Prod.ext rfl (Subtype.ext (funext fun i => Nat.add_sub_cancel_left p.1 (p.2.1 i)))

/-- The state rebuilt from a lowest level `p.1` and a state `p.2` of the other `N` bosons, measured
from that level, has `(N + 1) * p.1` quanta plus those of `p.2`. -/
theorem quanta_peel_symm (p : ℕ × BosonState N) :
    quanta ((peel N).symm p) = (N + 1) * p.1 + quanta p.2 := by
  change ∑ i, (Fin.cons (α := fun _ => ℕ) p.1 (fun i => p.1 + p.2.1 i) : Fin (N + 1) → ℕ) i
    = (N + 1) * p.1 + ∑ i, p.2.1 i
  rw [Fin.sum_univ_succ]
  simp only [Fin.cons_zero, Fin.cons_succ, Finset.sum_add_distrib, Finset.sum_const,
    Finset.card_univ, Fintype.card_fin, smul_eq_mul]
  ring

/-- For two convergent sums of real or complex terms, the products of terms, summed over all pairs
of indices, converge to the product of the two sums. -/
theorem hasSum_pair {α γ : Type*} (f : α → 𝕜) (g : γ → 𝕜) (a b : 𝕜)
    (hf : HasSum f a) (hg : HasSum g b) :
    HasSum (fun p : α × γ => f p.1 * g p.2) (a * b) := by
  have hf' : Summable fun x => ‖f x‖ := summable_norm_iff.mpr hf.summable
  have hg' : Summable fun x => ‖g x‖ := summable_norm_iff.mpr hg.summable
  exact hf.mul hg (summable_mul_of_summable_norm hf' hg')

/-- If `|q| < 1`, then every positive power of `q` also has modulus below one. -/
theorem norm_pow_lt {q : 𝕜} (hq : ‖q‖ < 1) (k : ℕ) : ‖q ^ (k + 1)‖ < 1 := by
  rw [norm_pow]
  exact pow_lt_one₀ (norm_nonneg _) hq (Nat.succ_ne_zero k)

/-- For real or complex `q` with `|q| < 1`, the sum of `q ^ quanta` over all states of `N`
bosons converges to the product of `1 / (1 - q ^ k)` over `k = 1, …, N`. -/
theorem hasSum_partition {q : 𝕜} (hq : ‖q‖ < 1) (N : ℕ) :
    HasSum (fun n : BosonState N => q ^ quanta n) (∏ k ∈ Icc 1 N, 1 / (1 - q ^ k)) := by
  induction N with
  | zero =>
    let s : BosonState 0 := ⟨fun i => i.elim0, fun i => i.elim0⟩
    have h := hasSum_single (f := fun n : BosonState 0 => q ^ quanta n) s
      (fun n hn => absurd (Subsingleton.elim n s) hn)
    simpa [quanta] using h
  | succ N ih =>
    -- the series factors into the lowest level and the remaining bosons
    have h := hasSum_pair (hasSum_geometric_of_norm_lt_one (norm_pow_lt hq N)) ih
    have hf : (fun n : BosonState (N + 1) => q ^ quanta n) ∘ (peel N).symm
        = fun p => (q ^ (N + 1)) ^ p.1 * q ^ quanta p.2 := by
      funext p
      change q ^ quanta ((peel N).symm p) = _
      rw [quanta_peel_symm, pow_add q ((N + 1) * p.1), pow_mul]
    refine (peel N).symm.hasSum_iff.mp ?_
    rw [hf, Finset.prod_Icc_succ_top (Nat.le_add_left 1 N), mul_comm (Finset.prod _ _), one_div]
    exact h

end

end HasSumPartition
```

The error:

```
Main.lean:80:79: error: Application type mismatch: The argument
  ih
has type
  HasSum (fun n => q ^ quanta n) (∏ k ∈ Icc 1 N, 1 / (1 - q ^ k))
of sort `Prop` but is expected to have type
  ?m.100 → ?m.97
of sort `Type (max ?u.59 ?u.61)` in the application
  hasSum_pair ?m.108 ih
```

Cause. The lemma `hasSum_pair` takes six explicit arguments: the functions `f` and `g`, their sums `a` and `b`, and only then the two convergence proofs `hf` and `hg`. The failing call gives it just the two proofs, which Lean therefore reads as `f` and `g`. The message reports the second of these: `ih` is a proof of a `HasSum` statement, where Lean expects a function `g`, of type `?m.100 → ?m.97`.

The repair passes the two functions first, the powers of `q ^ (N + 1)` and `q ^ quanta n`. It then writes `_` for each of the two sums, which Lean reads off from the types of `hg` and `ih`, and so the proofs land in the places meant for them. Stating the geometric series separately as `hg`, naming the partial application `pair` and spelling out `(𝕜 := 𝕜)` are mere tidying.

After these edits no error is left:

```diff
@@ -78,5 +78,9 @@
   | succ N ih =>
     -- the series factors into the lowest level and the remaining bosons
-    have h := hasSum_pair (hasSum_geometric_of_norm_lt_one (norm_pow_lt hq N)) ih
+    have hg : HasSum (fun m : ℕ => (q ^ (N + 1)) ^ m) (1 - q ^ (N + 1))⁻¹ :=
+      hasSum_geometric_of_norm_lt_one (norm_pow_lt hq N)
+    have pair := hasSum_pair (𝕜 := 𝕜) (fun m : ℕ => (q ^ (N + 1)) ^ m)
+      (fun n : BosonState N => q ^ quanta n)
+    have h := pair _ _ hg ih
     have hf : (fun n : BosonState (N + 1) => q ^ quanta n) ∘ (peel N).symm
         = fun p => (q ^ (N + 1)) ^ p.1 * q ^ quanta p.2 := by
```
